# The real three-component vector (−1, 1, 0)/(2√2) has norm 1/2

The theorem `norm_remainder` states that the vector (−1, 1, 0)/(2√2) in three-dimensional real Euclidean space has length 1/2. Read as a real state vector in an orthonormal basis, it is unnormalised, with squared norm 1/4; the normalised vector would be (−1, 1, 0)/√2. The statement concerns this one explicit vector and involves no Hamiltonian or dynamics. The proof replaces the equality of two non-negative numbers by the equality of their squares, expands the squared norm as a sum of three squared components, and leaves the arithmetic to `norm_num`.

Lean 4 with Mathlib refuses this proof:

```lean
import Mathlib

open scoped InnerProductSpace
open Matrix Module.End

namespace NormRemainder

noncomputable section

/-- The remainder `(-1, 1, 0)/(2√2)`. -/
def remainder : EuclideanSpace ℝ (Fin 3) := !₂[-(√2 / 4), √2 / 4, 0]

/-- The remainder `(-1, 1, 0)/(2√2)` has norm `1/2`. -/
theorem norm_remainder : ‖remainder‖ = 1 / 2 := by
  refine (sq_eq_sq₀ (norm_nonneg _) (by norm_num)).1 ?_
  rw [EuclideanSpace.norm_sq_eq, Fin.sum_univ_three]
  simp only [Real.norm_eq_abs, sq_abs]
  norm_num [remainder, div_pow]

end

end NormRemainder
```

Compiling this gives:

```
Main.lean:14:48: error: unsolved goals
⊢ ![-(√2 / 4), √2 / 4, 0] 2 = 0
```

Diagnosis. The message says that one goal was still open when the proof ended: `![-(√2 / 4), √2 / 4, 0] 2 = 0`. Indices start at 0, so this asks that the third component of the vector be zero, which is true.

The call to `norm_num` unfolded `remainder` and reduced the whole equation between squares to this one claim. The first two components contribute 1/8 each, which already gives the required 1/4, so the third must vanish. But `norm_num` did not evaluate the vector at index 2, and so did not see that the entry there is the literal `0`.

The added `rfl` closes the goal by definition: looking up index 2 in the explicit vector computes to `0`, so the two sides are the same term after unfolding. No further arithmetic with √2 is needed.

The change, after which it compiles:

```diff
@@ -17,4 +17,5 @@
   simp only [Real.norm_eq_abs, sq_abs]
   norm_num [remainder, div_pow]
+  rfl
 
 end
```
